# For real nonzero $w$, the integral of $e^{iws}$ over $[0,t]$ has squared modulus $4\sin^2(wt/2)/w^2$

Let a constant perturbation couple an initial state to a final state of the same energy. To first order, every instant contributes to the final amplitude with the same phase, and the contributions over a time $t$ add up to a multiple of $t$. Now let the energies differ, so that the contribution at time $s$ carries the phase $e^{is}$ in suitable units. At $t=\pi$ the contributions add up to $\int_0^{\pi}e^{is}\,ds=2i$, and at $t=2\pi$ they cancel to zero. A rotating phase keeps the sum bounded.

In general the phase is $e^{iws}$, where $w=(E_{\rm final}-E_{\rm initial})/\hbar$ is the transition frequency, usually written $\omega$. Its integral $F(w,t)$ is here called the transition factor. At fixed $t$, its squared modulus as a function of $w$ is, up to a constant factor, the line shape of first-order time-dependent perturbation theory for a constant coupling and a single final state.

## Phase, factor and amplitude

```lean
import Mathlib

noncomputable section

namespace FirstOrderTransition

/-- The interaction-picture phase `e^(iws)` at transition frequency `w` and time `s`. -/
def interactionPhase (w s : ℝ) : ℂ := Complex.exp (Complex.I * w * s)
```

For real $w$ and $s$, `interactionPhase w s` is the complex number $e^{iws}$.

```lean
/-- The first-order transition factor: the integral of the phase `e^(iws)` over `[0,t]`. -/
def transitionFactor (w t : ℝ) : ℂ := ∫ s in (0 : ℝ)..t, interactionPhase w s
```

This is $F(w,t)=\int_0^t e^{iws}\,ds$. The integral is oriented, so negative $t$ is allowed.

```lean
/-- A first-order amplitude `c` starts at zero and obeys `iħ c'(s) = V e^(iws)` at all times,
with a constant coupling matrix element `V`. -/
def IsFirstOrderAmplitude (hbar w : ℝ) (V : ℂ) (c : ℝ → ℂ) : Prop :=
  c 0 = 0 ∧ ∀ s : ℝ, ∃ d : ℂ, HasDerivAt c d s ∧
    Complex.I * hbar * d = V * interactionPhase w s
```

`IsFirstOrderAmplitude` is a condition on a function $c$ from real times to complex numbers:
$$c(0)=0,\qquad i\hbar\,c'(s)=V e^{iws}\quad\text{for all real } s.$$
`HasDerivAt c d s` says that $c$ has derivative $d$ at $s$. The complex number $V$ is the matrix element of the perturbation between the two states, and `hbar` stands for the reduced Planck constant $\hbar$, though the definition allows any real value. For a perturbation switched on at time zero, only $t\ge 0$ is physical; the definition continues the equation to earlier times.

The step from the full Schrödinger equation to this one is assumed: on the right-hand side, the amplitude of the initial state is replaced by 1 and every other amplitude, including that of the final state, by 0.

## From the rotating phase to the closed form

```lean
/-- The derivative of the interaction-picture phase with respect to time is `iw` times the phase. -/
theorem hasDerivAt_interactionPhase (w s : ℝ) :
    HasDerivAt (interactionPhase w) (Complex.I * w * interactionPhase w s) s := by
  have h : HasDerivAt (fun x : ℝ => Complex.I * w * (x : ℂ)) (Complex.I * w) s := by
    simpa using ((hasDerivAt_id s).ofReal_comp).const_mul (Complex.I * (w : ℂ))
  exact h.cexp.congr_deriv (mul_comm _ _)
```

In ordinary notation, $\frac{d}{ds}e^{iws}=iw\,e^{iws}$. The proof differentiates the exponent, giving $iw$, and applies the chain rule through `h.cexp`.

```lean
/-- The transition factor multiplied by `iw` is the phase at time `t` minus one. -/
theorem frequency_mul_transitionFactor (w t : ℝ) :
    Complex.I * w * transitionFactor w t = interactionPhase w t - 1 := by
  have hcont : Continuous (interactionPhase w) :=
    continuous_iff_continuousAt.2 fun s => (hasDerivAt_interactionPhase w s).continuousAt
  -- the fundamental theorem of calculus for the rotating phase
  have h := intervalIntegral.integral_eq_sub_of_hasDerivAt (a := 0) (b := t)
    (fun s _ => hasDerivAt_interactionPhase w s)
    ((continuous_const.mul hcont).intervalIntegrable 0 t)
  rw [intervalIntegral.integral_const_mul] at h
  have h0 : interactionPhase w 0 = 1 := by simp [interactionPhase]
  rw [h0] at h
  exact h
```

Integrating that derivative from $0$ to $t$ gives
$$iw\,F(w,t)=e^{iwt}-1 .$$
The fundamental theorem of calculus enters as `integral_eq_sub_of_hasDerivAt`. It asks for an integrable derivative, which `hcont` supplies through continuity. The constant $iw$ is then taken out of the integral. Nothing is divided by $w$, so the identity also holds at $w=0$.

```lean
/-- The squared modulus of the transition factor, multiplied by `w²`, is `4 sin²(wt/2)`. -/
theorem sq_frequency_mul_norm_sq (w t : ℝ) :
    w ^ 2 * ‖transitionFactor w t‖ ^ 2 = 4 * Real.sin (w * t / 2) ^ 2 := by
  have h := congrArg Complex.normSq (frequency_mul_transitionFactor w t)
  have e : interactionPhase w t =
      (Real.cos (w * t) : ℂ) + (Real.sin (w * t) : ℂ) * Complex.I := by
    unfold interactionPhase
    rw [show Complex.I * (w : ℂ) * (t : ℂ) = ((w * t : ℝ) : ℂ) * Complex.I by
      push_cast; ring, Complex.exp_mul_I, Complex.ofReal_cos, Complex.ofReal_sin]
  have n : ∀ c s : ℝ, Complex.normSq ((c : ℂ) + (s : ℂ) * Complex.I - 1)
      = (c - 1) ^ 2 + s ^ 2 := by
    intro c s
    rw [Complex.normSq_apply]
    simp
    ring
  rw [e, n, Complex.normSq_mul, Complex.normSq_mul, Complex.normSq_I,
    Complex.normSq_ofReal, Complex.normSq_eq_norm_sq] at h
  -- the half-angle formula
  have hc : Real.cos (w * t) = 1 - 2 * Real.sin (w * t / 2) ^ 2 := by
    have h2 := Real.cos_two_mul (w * t / 2)
    rw [show 2 * (w * t / 2) = w * t by ring] at h2
    linarith [Real.sin_sq_add_cos_sq (w * t / 2)]
  linear_combination h + Real.sin_sq_add_cos_sq (w * t) - 2 * hc
```

Take squared moduli on both sides and use Euler's formula:
$$w^2|F|^2=(\cos wt-1)^2+\sin^2 wt=2-2\cos wt=4\sin^2\frac{wt}{2}.$$
In Lean, `Complex.normSq` is the squared modulus and `‖ ‖` the modulus. The auxiliary fact `e` is Euler's formula, `n` computes the squared modulus on the right, and `hc` is the half-angle formula. Rewriting with `e` and `n` turns `h`, the equation of squared moduli, into the first equality above. The last line, `linear_combination`, combines `h`, the identity $\sin^2 wt+\cos^2 wt=1$ and `hc` with the stated coefficients.

## Two bounds and the zeros

```lean
/-- At every frequency, the squared modulus of the transition factor is at most `t²`. -/
theorem norm_sq_le_time_sq (w t : ℝ) : ‖transitionFactor w t‖ ^ 2 ≤ t ^ 2 := by
  -- the integrand has modulus one
  have h1 : ∀ s : ℝ, ‖interactionPhase w s‖ = 1 := by
    intro s
    unfold interactionPhase
    rw [show Complex.I * (w : ℂ) * (s : ℂ) = ((w * s : ℝ) : ℂ) * Complex.I by
      push_cast; ring, Complex.norm_exp_ofReal_mul_I]
  have h : ‖transitionFactor w t‖ ≤ 1 * |t - 0| :=
    intervalIntegral.norm_integral_le_of_norm_le_const fun s _ => (h1 s).le
  rw [one_mul, sub_zero] at h
  calc ‖transitionFactor w t‖ ^ 2 ≤ |t| ^ 2 := by gcongr
    _ = t ^ 2 := sq_abs t
```

Since $|e^{iws}|=1$, the integral is no longer than the interval: $|F|\le|t|$, hence $|F|^2\le t^2$. The fact `h1` is the unit modulus, `h` is the estimate of the integral, and the `calc` block squares it. This holds at every real $w$.

```lean
/-- For nonzero `w`, the squared modulus of the transition factor equals `4 sin²(wt/2)/w²`,
and it is at most both `t²` and `4/w²`. -/
theorem transitionFactor_norm_sq {w : ℝ} (hw : w ≠ 0) (t : ℝ) :
    ‖transitionFactor w t‖ ^ 2 = 4 * Real.sin (w * t / 2) ^ 2 / w ^ 2 ∧
    ‖transitionFactor w t‖ ^ 2 ≤ t ^ 2 ∧
    ‖transitionFactor w t‖ ^ 2 ≤ 4 / w ^ 2 := by
  have h : ‖transitionFactor w t‖ ^ 2 = 4 * Real.sin (w * t / 2) ^ 2 / w ^ 2 := by
    rw [eq_div_iff (pow_ne_zero 2 hw)]
    linarith [sq_frequency_mul_norm_sq w t]
  refine ⟨h, norm_sq_le_time_sq w t, ?_⟩
  rw [h]
  have hs : 4 * Real.sin (w * t / 2) ^ 2 ≤ 4 := by
    linarith [Real.sin_sq_le_one (w * t / 2)]
  gcongr
```

This is the main statement. Given a proof `hw` that $w\neq0$, three claims hold for every real $t$, joined by `∧` ("and"):
$$|F|^2=\frac{4\sin^2(wt/2)}{w^2},\qquad |F|^2\le t^2,\qquad |F|^2\le\frac{4}{w^2}.$$
The first is the previous identity divided by $w^2$. The second is the bound just shown. The third follows from $\sin^2\le1$, and `gcongr` carries that inequality through the division by $w^2$.

The condition $w\ne0$ matters for the closed form. At $w=0$, $t=1$ the factor is $F=1$, while Lean's convention for division by zero would make the right-hand side $0$.

```lean
/-- The bound `t²` is attained at `w = 0` for every `t`, and for nonzero `w` the bound `4/w²`
is attained at `t = π/w`. -/
theorem bounds_attained :
    (∀ t : ℝ, ‖transitionFactor 0 t‖ ^ 2 = t ^ 2) ∧
    ∀ w : ℝ, w ≠ 0 → ‖transitionFactor w (Real.pi / w)‖ ^ 2 = 4 / w ^ 2 := by
  constructor
  · intro t
    simp [transitionFactor, interactionPhase]
  · intro w hw
    rw [(transitionFactor_norm_sq hw _).1,
      show w * (Real.pi / w) / 2 = Real.pi / 2 by field_simp, Real.sin_pi_div_two]
    norm_num
```

Both bounds are attained. At $w=0$ the integrand is 1, so $F=t$. For $w\neq0$ and $t=\pi/w$ the sine is $\sin(\pi/2)=1$, so $|F|^2=4/w^2$.

```lean
/-- For nonzero `w`, the transition factor vanishes exactly when `wt` is an integer multiple
of `2π`. -/
theorem transitionFactor_eq_zero_iff {w : ℝ} (hw : w ≠ 0) (t : ℝ) :
    transitionFactor w t = 0 ↔ ∃ n : ℤ, w * t = 2 * Real.pi * n := by
  have h := sq_frequency_mul_norm_sq w t
  constructor
  · intro hF
    rw [hF, norm_zero] at h
    have hs : Real.sin (w * t / 2) = 0 :=
      (pow_eq_zero_iff two_ne_zero).1 (by linarith)
    obtain ⟨n, hn⟩ := Real.sin_eq_zero_iff.1 hs
    exact ⟨n, by linarith⟩
  · rintro ⟨n, hn⟩
    have hs : Real.sin (w * t / 2) = 0 := Real.sin_eq_zero_iff.2 ⟨n, by linarith⟩
    rw [hs] at h
    have h2 := (mul_eq_zero.1 (h.trans (by norm_num))).resolve_left (pow_ne_zero 2 hw)
    exact norm_eq_zero.1 ((pow_eq_zero_iff two_ne_zero).1 h2)
```

For $w\neq0$, $F(w,t)=0$ exactly when $wt=2\pi n$ for some integer $n$; $n=0$ is the trivial zero at $t=0$. If $F=0$, the identity for $w^2|F|^2$ forces $\sin(wt/2)=0$, so $wt/2=n\pi$. Conversely, if $wt=2\pi n$, then $w^2|F|^2=0$, and $w^2\neq0$ leaves $F=0$. The two bullets of the proof are these two directions.

At $w=0$, $t=1$ this equivalence fails: $wt=0$ is a multiple of $2\pi$, yet $F=1$.

## The amplitude and its probability

```lean
/-- For nonzero `ħ`, every first-order amplitude is the transition factor times `V/(iħ)`. -/
theorem amplitude_eq {hbar w : ℝ} {V : ℂ} {c : ℝ → ℂ} (hb : hbar ≠ 0)
    (hc : IsFirstOrderAmplitude hbar w V c) (t : ℝ) :
    c t = V / (Complex.I * hbar) * transitionFactor w t := by
  have hI : Complex.I * (hbar : ℂ) ≠ 0 :=
    mul_ne_zero Complex.I_ne_zero (Complex.ofReal_ne_zero.2 hb)
  have hd : ∀ s, HasDerivAt c (V / (Complex.I * hbar) * interactionPhase w s) s := by
    intro s
    obtain ⟨d, hd, he⟩ := hc.2 s
    refine hd.congr_deriv ?_
    rw [div_mul_eq_mul_div, eq_div_iff hI, ← he]
    ring
  have hcont : Continuous (interactionPhase w) :=
    continuous_iff_continuousAt.2 fun s => (hasDerivAt_interactionPhase w s).continuousAt
  -- integrate the equation of motion from the initial time
  have h := intervalIntegral.integral_eq_sub_of_hasDerivAt (a := 0) (b := t)
    (fun s _ => hd s) ((continuous_const.mul hcont).intervalIntegrable 0 t)
  rw [intervalIntegral.integral_const_mul, hc.1, sub_zero] at h
  exact h.symm
```

For $\hbar\neq0$, divide the equation of motion by $i\hbar$ and integrate from $0$, where $c$ vanishes:
$$c(t)=\frac{V}{i\hbar}\,F(w,t).$$
In the proof, `hd` is the divided equation and `h` its integral. The initial condition `hc.1` removes $c(0)$.

If $\hbar=0$ and $V=0$, the equation reads $0=0$. Then $c(s)=0$ and $c(s)=s$ both satisfy the definition, and the amplitude is no longer determined.

```lean
/-- For nonzero `ħ` and `w`, the squared modulus of a first-order amplitude is
`|V|²/ħ²` times `4 sin²(wt/2)/w²`. -/
theorem transition_probability {hbar w : ℝ} {V : ℂ} {c : ℝ → ℂ} (hb : hbar ≠ 0)
    (hw : w ≠ 0) (hc : IsFirstOrderAmplitude hbar w V c) (t : ℝ) :
    ‖c t‖ ^ 2 = ‖V‖ ^ 2 / hbar ^ 2 * (4 * Real.sin (w * t / 2) ^ 2 / w ^ 2) := by
  rw [amplitude_eq hb hc t, norm_mul, mul_pow, (transitionFactor_norm_sq hw t).1,
    norm_div, norm_mul, Complex.norm_I, one_mul, Complex.norm_real, Real.norm_eq_abs,
    div_pow, sq_abs]
```

Taking squared moduli, with $|i\hbar|^2=\hbar^2$, and inserting the closed form gives, for nonzero $\hbar$ and $w$,
$$|c(t)|^2=\frac{|V|^2}{\hbar^2}\,\frac{4\sin^2(wt/2)}{w^2}.$$
This is the first-order transition probability. Its maximum over time, $4|V|^2/(\hbar w)^2$, exceeds 1 when $|V|>|\hbar w|/2$. First order then fails at times near the maximum, though it can still be accurate at short times.

```lean
/-- For nonzero `ħ`, the transition factor times `V/(iħ)` is a first-order amplitude. -/
theorem firstOrderAmplitude_witness {hbar : ℝ} (hb : hbar ≠ 0) (w : ℝ) (V : ℂ) :
    IsFirstOrderAmplitude hbar w V
      (fun t => V / (Complex.I * hbar) * transitionFactor w t) := by
  have hb' : (hbar : ℂ) ≠ 0 := Complex.ofReal_ne_zero.2 hb
  have hI : Complex.I ≠ 0 := Complex.I_ne_zero
  have hcont : Continuous (interactionPhase w) :=
    continuous_iff_continuousAt.2 fun s => (hasDerivAt_interactionPhase w s).continuousAt
  refine ⟨by simp [transitionFactor], fun s => ?_⟩
  have hF : HasDerivAt (transitionFactor w) (interactionPhase w s) s :=
    (hcont.integral_hasStrictDerivAt 0 s).hasDerivAt
  refine ⟨V / (Complex.I * hbar) * interactionPhase w s, hF.const_mul _, ?_⟩
  field_simp

end FirstOrderTransition
```

For every nonzero $\hbar$, the function $\frac{V}{i\hbar}F(w,t)$ does satisfy the definition, so the two preceding theorems speak about an amplitude that exists. It vanishes at $t=0$ because the integral runs over a single point. By `hF`, the derivative of $F$ with respect to its upper limit is the integrand, $e^{iws}$ at time $s$. The function therefore has derivative $\frac{V}{i\hbar}e^{iws}$, and multiplying by $i\hbar$ returns $Ve^{iws}$.

```lean
#print axioms FirstOrderTransition.bounds_attained
#print axioms FirstOrderTransition.transitionFactor_eq_zero_iff
#print axioms FirstOrderTransition.transition_probability
```

```
'FirstOrderTransition.bounds_attained' depends on axioms: [propext, Classical.choice, Quot.sound]
'FirstOrderTransition.transitionFactor_eq_zero_iff' depends on axioms: [propext, Classical.choice, Quot.sound]
'FirstOrderTransition.transition_probability' depends on axioms: [propext, Classical.choice, Quot.sound]
```
